# The fixed-s integral of a squared Hylleraas trial function as a double sum over pairs of basis functions

A trial function is built as a finite real linear combination of Hylleraas functions s^a t^b u^c exp(−ks/2), with no normalisation assumed. The lemma says that, at fixed s, integrating its square with weight u(s² − t²), over t from 0 to u and then u from 0 to s, gives a double sum over pairs of basis functions. Each term is the product of the two coefficients times the same weighted integral of the product of the two basis functions. The proof expands the square and uses a helper, `lin`, to move the finite sum and the coefficients outside the integral, first for t and then for u, with continuity supplying integrability.

As first written in Lean, the proof fails:

```lean
import Mathlib

open MeasureTheory Matrix

namespace HylleraasIndependence

noncomputable section

variable {ι : Type*} [Fintype ι]

/-- The Hylleraas basis function `s^a t^b u^c exp(-ks/2)` with exponents `p = (a, b, c)`. -/
def basisFn (k : ℝ) (p : ℕ × ℕ × ℕ) (s t u : ℝ) : ℝ :=
  s ^ p.1 * t ^ p.2.1 * u ^ p.2.2 * Real.exp (-(k / 2) * s)

/-- The trial function with linear coefficients `x` in the Hylleraas basis. -/
def trial (k : ℝ) (q : ι → ℕ × ℕ × ℕ) (x : ι → ℝ) (s t u : ℝ) : ℝ :=
  ∑ i, x i * basisFn k (q i) s t u

/-- The integral over `0 ≤ t ≤ u ≤ s` at fixed `s`, with volume weight `u(s² - t²)`. -/
def shell (f : ℝ → ℝ → ℝ → ℝ) (s : ℝ) : ℝ :=
  ∫ u in (0 : ℝ)..s, ∫ t in (0 : ℝ)..u, f s t u * (u * (s ^ 2 - t ^ 2))

/-- The fixed-`s` integral of a squared trial function is the double sum over pairs of
basis functions. -/
theorem shell_trial_sq (k : ℝ) (q : ι → ℕ × ℕ × ℕ) (x : ι → ℝ) (s : ℝ) :
    shell (fun s t u => trial k q x s t u ^ 2) s = ∑ p : ι × ι, (x p.1 * x p.2) *
      shell (fun s t u => basisFn k (q p.1) s t u * basisFn k (q p.2) s t u) s := by
  have lin : ∀ (g : ι × ι → ℝ → ℝ), (∀ p, Continuous (g p)) → ∀ r : ℝ,
      ∫ z in (0 : ℝ)..r, ∑ p : ι × ι, (x p.1 * x p.2) * g p z =
        ∑ p : ι × ι, (x p.1 * x p.2) * ∫ z in (0 : ℝ)..r, g p z := by
    intro g hg r
    rw [intervalIntegral.integral_finset_sum fun p _ =>
      (continuous_const.mul (hg p)).intervalIntegrable _ _]
    exact Finset.sum_congr rfl fun p _ => intervalIntegral.integral_const_mul _ _
  have inner : ∀ u : ℝ, ∫ t in (0 : ℝ)..u, trial k q x s t u ^ 2 * (u * (s ^ 2 - t ^ 2)) =
      ∑ p : ι × ι, (x p.1 * x p.2) * ∫ t in (0 : ℝ)..u,
        basisFn k (q p.1) s t u * basisFn k (q p.2) s t u * (u * (s ^ 2 - t ^ 2)) := by
    intro u
    rw [← lin (fun p t => basisFn k (q p.1) s t u * basisFn k (q p.2) s t u *
      (u * (s ^ 2 - t ^ 2))) (fun p => by unfold basisFn; fun_prop) u]
    congr 1
    funext t
    rw [trial, sq, Finset.sum_mul_sum, Fintype.sum_prod_type, Finset.sum_mul]
    refine Finset.sum_congr rfl fun i _ => ?_
    rw [Finset.sum_mul]
    exact Finset.sum_congr rfl fun j _ => by ring
  simp only [shell, inner]
  refine lin (fun p u => ∫ t in (0 : ℝ)..u, basisFn k (q p.1) s t u *
    basisFn k (q p.2) s t u * (u * (s ^ 2 - t ^ 2))) (fun p => ?_) s
  refine intervalIntegral.continuous_parametric_intervalIntegral_of_continuous ?_ continuous_id
  unfold basisFn Function.uncurry
  fun_prop

end

end HylleraasIndependence
```

Compiling this gives:

```
Main.lean:32:8: warning: `intervalIntegral.integral_finset_sum` has been deprecated: Use `intervalIntegral.integral_finsetSum` instead
Main.lean:32:8: error: Tactic `rewrite` failed: Did not find an occurrence of the pattern
  ∫ (x : ℝ) in ?m.158..?m.159, ∑ i ∈ ?m.131, ((fun x => ?m.156 i) * g i) x ∂?m.157
in the target expression
  ∫ (z : ℝ) in 0..r, ∑ p, x p.1 * x p.2 * g p z = ∑ p, x p.1 * x p.2 * ∫ (z : ℝ) in 0..r, g p z

ι : Type u_1
inst✝ : Fintype ι
k : ℝ
q : ι → ℕ × ℕ × ℕ
x : ι → ℝ
s : ℝ
g : ι × ι → ℝ → ℝ
hg : ∀ (p : ι × ι), Continuous (g p)
r : ℝ
⊢ ∫ (z : ℝ) in 0..r, ∑ p, x p.1 * x p.2 * g p z = ∑ p, x p.1 * x p.2 * ∫ (z : ℝ) in 0..r, g p z
```

What went wrong. The error arises inside `lin`, where `rw` should exchange the integral and the finite sum. The integrability proof is passed without a stated type, so Lean reads the integrand off `continuous_const.mul (hg p)`. That gives a product of functions applied to a point, `((fun x => ?m.156 i) * g i) x`, while the goal has the product of values `x p.1 * x p.2 * g p z`. The two forms agree by definition once the product of functions is unfolded, but `rw` did not see through this when searching for its pattern, and found no match.

The repair first states the integrability as `hc`, with the integrand written as `fun z => (x p.1 * x p.2) * g p z`. Lean accepts the same continuity argument as a proof of that statement, and the rewrite then looks for a sum in the form the goal has.

The change from `integral_finset_sum` to `integral_finsetSum` answers the separate deprecation warning; it is tidying and not the cure for the error.

The mended proof, as a diff:

```diff
@@ -30,6 +30,8 @@
         ∑ p : ι × ι, (x p.1 * x p.2) * ∫ z in (0 : ℝ)..r, g p z := by
     intro g hg r
-    rw [intervalIntegral.integral_finset_sum fun p _ =>
-      (continuous_const.mul (hg p)).intervalIntegrable _ _]
+    have hc : ∀ p ∈ (Finset.univ : Finset (ι × ι)),
+        IntervalIntegrable (fun z => (x p.1 * x p.2) * g p z) volume 0 r := fun p _ =>
+      (continuous_const.mul (hg p)).intervalIntegrable _ _
+    rw [intervalIntegral.integral_finsetSum hc]
     exact Finset.sum_congr rfl fun p _ => intervalIntegral.integral_const_mul _ _
   have inner : ∀ u : ℝ, ∫ t in (0 : ℝ)..u, trial k q x s t u ^ 2 * (u * (s ^ 2 - t ^ 2)) =
```
